# In a binary alloy with distinct real levels, a nonreal local propagator makes every coherent-potential level nonreal

How should a single-site T-matrix be defined when its denominator might vanish? The familiar formula is $t = v/(1-vg)$, where $v$ is the perturbation on one site and $g$ is the local propagator of the surrounding medium. Lean sets division by zero to zero, so where the scattering problem has no solution the formula would still report "no scattering". The definition used here is therefore the scattering equation $t = v + vgt$, and a T-matrix is any number that solves it.

The alloy has real site levels $a \neq b$ with concentrations $x$ and $1-x$, where $0<x<1$. It is replaced by a uniform medium with complex level $S$, chosen so that the averaged T-matrix vanishes. If $g$ is nonreal, every such $S$ is nonreal, and its imaginary part has the sign of $\operatorname{Im} g$. At a real energy, a nonreal $g$ means that the medium has a nonzero local density of states there.

## Scattering from one site

```lean
import Mathlib

open Complex

namespace AlloyDamping

/-- The number `t` is a single-site T-matrix for the perturbation `v` and the local
propagator `g`: it solves the scattering equation `t = v + v g t`. -/
def IsTMatrix (v g t : ℂ) : Prop := t = v + v * g * t
```

`IsTMatrix v g t` is a proposition, a statement that may be true or false, about three complex numbers. It says that $t = v + vgt$.

```lean
/-- The coherent-potential condition for a binary alloy with levels `a` (weight `x`) and `b`
(weight `1 - x`): both sites have a T-matrix relative to the medium level `S`, and the
weighted average of the two T-matrices vanishes. -/
def IsCoherent (x a b : ℝ) (g S : ℂ) : Prop :=
  ∃ tA tB : ℂ, IsTMatrix (a - S) g tA ∧ IsTMatrix (b - S) g tB ∧
    (x : ℂ) * tA + (1 - (x : ℂ)) * tB = 0
```

Relative to the medium, an $a$ site is the perturbation $a-S$ and a $b$ site is $b-S$. `IsCoherent` says that there are T-matrices $t_A$ and $t_B$ for these two perturbations with

$$x\,t_A + (1-x)\,t_B = 0 .$$

The annotation `(x : ℂ)` reads the real number $x$ as a complex one. The propagator $g$ is a given number: the self-consistency that would compute it from $S$ and a lattice is not imposed.

```lean
/-- The virtual-crystal level: the weighted mean of the two site levels. -/
def virtualCrystal (x a b : ℝ) : ℝ := x * a + (1 - x) * b
```

This is the virtual-crystal level $m = xa+(1-x)b$, the plain average of the site levels.

```lean
/-- The variance of the site level in the alloy, `x (1 - x) (a - b)²`. -/
def levelVariance (x a b : ℝ) : ℝ := x * (1 - x) * (a - b) ^ 2
```

This is the variance of the site level, $V = x(1-x)(a-b)^2$.

```lean
/-- The scattering equation is solved by `t` exactly when `1 - v g` is nonzero and
`t = v / (1 - v g)`. -/
theorem isTMatrix_iff (v g t : ℂ) :
    IsTMatrix v g t ↔ 1 - v * g ≠ 0 ∧ t = v / (1 - v * g) := by
  unfold IsTMatrix
  constructor
  · intro h
    have h' : t * (1 - v * g) = v := by linear_combination h
    have hne : 1 - v * g ≠ 0 := by
      intro h0
      -- a zero denominator would force `v = 0`, and then the denominator is one
      rw [h0, mul_zero] at h'
      rw [← h'] at h0
      simp at h0
    exact ⟨hne, (eq_div_iff hne).2 h'⟩
  · rintro ⟨hne, h⟩
    have h' := (eq_div_iff hne).1 h
    linear_combination h'
```

The theorem recovers the familiar formula. The scattering equation is $t(1-vg)=v$. If $1-vg$ were zero, then $v=0$, which makes $1-vg=1$, a contradiction. So the denominator is nonzero and we may divide. The converse multiplies back. Requiring a T-matrix thus already contains the condition $1-vg\neq 0$.

The tactic `linear_combination`, which appears throughout, proves an equation by adding multiples of known equations and checking the remaining algebra.

## From the averaged T-matrix to the damping

```lean
/-- In a coherent medium the shift of `S` from the virtual-crystal level is driven by the
level variance; the second factor contains the mean level of the alloy with the two
weights exchanged. -/
theorem shift_equation {x a b : ℝ} {g S : ℂ} (h : IsCoherent x a b g S) :
    (S - (virtualCrystal x a b : ℂ)) * (1 + (S - (virtualCrystal x b a : ℂ)) * g)
      = (levelVariance x a b : ℂ) * g := by
  obtain ⟨tA, tB, hA, hB, hT⟩ := h
  unfold IsTMatrix at hA hB
  unfold virtualCrystal levelVariance
  push_cast
  -- clear both scattering denominators from the averaged T-matrix
  linear_combination (-(1 - (a - S) * g) * (1 - (b - S) * g)) * hT
    + (x * (1 - (b - S) * g)) * hA + ((1 - x) * (1 - (a - S) * g)) * hB
```

The braces list the variables, and `h` is the assumption that $S$ is coherent. Write $D_A = 1-(a-S)g$ and $D_B = 1-(b-S)g$, so that $t_AD_A=a-S$ and $t_BD_B=b-S$. Multiplying the averaged T-matrix by $D_AD_B$ gives

$$x(a-S)D_B+(1-x)(b-S)D_A=0,$$

which simplifies to $S-m=-(a-S)(b-S)g$.

Now let $s=S-m$ and let $m'=xb+(1-x)a$ be the mean with exchanged weights, written `virtualCrystal x b a`. Since $a-m=(1-x)(a-b)$ and $b-m=-x(a-b)$, expansion gives $(a-S)(b-S)=s(S-m')-V$. Hence

$$s\,\bigl(1+(S-m')g\bigr)=Vg .$$

The coefficients in the final tactic are these same multiplications by $D_A$ and $D_B$.

```lean
/-- Damping balance: in a coherent medium the imaginary part of `S` is tied to that of the
local propagator through the level variance and the shift from the virtual-crystal level. -/
theorem damping_balance {x a b : ℝ} {g S : ℂ} (h : IsCoherent x a b g S) :
    S.im * (normSq (S - (virtualCrystal x a b : ℂ)) + levelVariance x a b) * normSq g
      = g.im * normSq (S - (virtualCrystal x a b : ℂ)) := by
  have key := shift_equation h
  have hre := congrArg Complex.re key
  have him := congrArg Complex.im key
  simp only [mul_re, mul_im, add_re, add_im, sub_re, sub_im, one_re, one_im,
    ofReal_re, ofReal_im] at hre him
  simp only [normSq_apply, sub_re, sub_im, ofReal_re, ofReal_im]
  -- imaginary part of the shift equation times the conjugates of the shift and of `g`
  linear_combination
    ((S.re - virtualCrystal x a b) * g.re - S.im * g.im) * him
      - ((S.re - virtualCrystal x a b) * g.im + S.im * g.re) * hre
```

Here `normSq z` is $|z|^2$, and `.im` takes the imaginary part. Multiply the shift equation by $\bar s\,\bar g$:

$$|s|^2\bigl(\bar g+(S-m')|g|^2\bigr)=V|g|^2\,\bar s .$$

Because $m$ and $m'$ are real, the imaginary part is

$$|s|^2\bigl(-\operatorname{Im}g+\operatorname{Im}S\,|g|^2\bigr)=-V|g|^2\operatorname{Im}S,$$

and rearranging gives the balance

$$\operatorname{Im}S\,(|s|^2+V)\,|g|^2=\operatorname{Im}g\,|s|^2 .$$

Lean splits the shift equation into real and imaginary parts, `hre` and `him`, and combines them with the real and imaginary parts of $sg$. That is the multiplication by $\bar s\,\bar g$ in components.

## Why the medium level is nonreal

```lean
/-- The level variance is positive for two different levels that both occur in the alloy. -/
theorem levelVariance_pos {x a b : ℝ} (hx0 : 0 < x) (hx1 : x < 1) (hab : a ≠ b) :
    0 < levelVariance x a b := by
  have h1 : 0 < 1 - x := sub_pos.2 hx1
  have h2 : 0 < (a - b) ^ 2 := sq_pos_of_ne_zero (sub_ne_zero.2 hab)
  exact mul_pos (mul_pos hx0 h1) h2
```

All three factors of $V$ are positive: $x$, $1-x$ and $(a-b)^2$.

```lean
/-- For different levels, `0 < x < 1` and a nonzero local propagator, the virtual-crystal
level does not satisfy the coherent-potential condition. -/
theorem virtualCrystal_not_coherent {x a b : ℝ} {g : ℂ} (hx0 : 0 < x) (hx1 : x < 1)
    (hab : a ≠ b) (hg : g ≠ 0) :
    ¬ IsCoherent x a b g (virtualCrystal x a b : ℂ) := by
  intro h
  have key := shift_equation h
  rw [sub_self, zero_mul] at key
  have hV : (levelVariance x a b : ℂ) ≠ 0 :=
    ofReal_ne_zero.2 (levelVariance_pos hx0 hx1 hab).ne'
  exact mul_ne_zero hV hg key.symm
```

The symbol `¬` means "not". If $S=m$ were coherent, the left side of the shift equation would be zero, while the right side $Vg$ is not.

```lean
/-- For different real levels, `0 < x < 1` and a nonreal local propagator, the imaginary part
of every coherent medium level has the same strict sign as that of the propagator. -/
theorem coherent_im_sign {x a b : ℝ} {g S : ℂ} (hx0 : 0 < x) (hx1 : x < 1)
    (hab : a ≠ b) (hg : g.im ≠ 0) (h : IsCoherent x a b g S) :
    0 < S.im * g.im := by
  have hg0 : g ≠ 0 := by
    rintro rfl
    exact hg zero_im
  have hS : S - (virtualCrystal x a b : ℂ) ≠ 0 := by
    intro h0
    rw [sub_eq_zero.1 h0] at h
    exact virtualCrystal_not_coherent hx0 hx1 hab hg0 h
  have hN := normSq_pos.2 hS
  have hG := normSq_pos.2 hg0
  have hV := levelVariance_pos hx0 hx1 hab
  have hbal := damping_balance h
  -- multiply the damping balance by the imaginary part of `g`
  have hprod : 0 < (S.im * g.im) *
      ((normSq (S - (virtualCrystal x a b : ℂ)) + levelVariance x a b) * normSq g) := by
    have heq : (S.im * g.im) *
        ((normSq (S - (virtualCrystal x a b : ℂ)) + levelVariance x a b) * normSq g)
        = g.im ^ 2 * normSq (S - (virtualCrystal x a b : ℂ)) := by
      linear_combination g.im * hbal
    rw [heq]
    exact mul_pos (sq_pos_of_ne_zero hg) hN
  exact (mul_pos_iff_of_pos_right (mul_pos (add_pos hN hV) hG)).1 hprod
```

A nonreal $g$ is nonzero, so the previous theorem gives $s\neq0$. Multiplying the balance by $\operatorname{Im}g$ yields

$$(\operatorname{Im}S\,\operatorname{Im}g)\,(|s|^2+V)\,|g|^2=(\operatorname{Im}g)^2|s|^2>0 .$$

The factor $(|s|^2+V)|g|^2$ is positive, so $\operatorname{Im}S\,\operatorname{Im}g>0$. In the retarded convention, where $\operatorname{Im}g<0$, the medium level lies in the lower half-plane and describes decay.

```lean
/-- For different real levels, `0 < x < 1` and a nonreal local propagator, every medium level
at which the averaged single-site T-matrix vanishes is nonreal. -/
theorem coherent_nonreal {x a b : ℝ} {g S : ℂ} (hx0 : 0 < x) (hx1 : x < 1)
    (hab : a ≠ b) (hg : g.im ≠ 0) (h : IsCoherent x a b g S) : S.im ≠ 0 :=
  left_ne_zero_of_mul (coherent_im_sign hx0 hx1 hab hg h).ne'
```

A product that is nonzero has nonzero factors, so $\operatorname{Im}S\neq0$. The theorem speaks about every coherent level; it does not assert that one exists for each choice of $x$, $a$, $b$ and $g$.

```lean
/-- For different real levels, `0 < x < 1` and a nonreal local propagator, the damping
`|Im S|` of a coherent medium is strictly smaller than `|Im g| / |g|²`. -/
theorem damping_bound {x a b : ℝ} {g S : ℂ} (hx0 : 0 < x) (hx1 : x < 1)
    (hab : a ≠ b) (hg : g.im ≠ 0) (h : IsCoherent x a b g S) :
    |S.im| < |g.im| / normSq g := by
  have hs := abs_pos.2 (coherent_nonreal hx0 hx1 hab hg h)
  have hG : 0 < normSq g := normSq_pos.2 (by rintro rfl; exact hg zero_im)
  have hV := levelVariance_pos hx0 hx1 hab
  have hN := normSq_nonneg (S - (virtualCrystal x a b : ℂ))
  have habs := congrArg abs (damping_balance h)
  rw [abs_mul, abs_mul, abs_mul, abs_of_pos hG, abs_of_nonneg hN,
    abs_of_pos (add_pos_of_nonneg_of_pos hN hV)] at habs
  rw [lt_div_iff₀ hG]
  -- dropping the positive variance term makes the balance a strict inequality
  refine lt_of_mul_lt_mul_right ?_ hN
  nlinarith [mul_pos (mul_pos hs hG) hV]
```

Taking absolute values in the balance gives

$$|\operatorname{Im}S|\,|g|^2(|s|^2+V)=|\operatorname{Im}g|\,|s|^2 .$$

The term containing $V$ is strictly positive. Leaving it out gives $|\operatorname{Im}S|\,|g|^2|s|^2<|\operatorname{Im}g|\,|s|^2$, and cancelling $|s|^2$ gives $|\operatorname{Im}S|<|\operatorname{Im}g|/|g|^2$. The tactic `nlinarith` supplies the first of these two steps.

In tight-binding coherent-potential calculations for disordered alloys, $\operatorname{Im}S$ represents the broadening of electron states by disorder, here for one level per site in the single-site approximation. A resistivity would also need velocities and a transport formula.

## An alloy that meets the condition

```lean
/-- The equal-weight alloy with levels `1` and `-1` and local propagator `-i/2` has the
coherent medium level `-i`. -/
theorem isCoherent_witness : IsCoherent (1 / 2) 1 (-1) (-I / 2) (-I) := by
  refine ⟨2, -2, ?_, ?_, ?_⟩
  · unfold IsTMatrix
    push_cast
    linear_combination I_sq
  · unfold IsTMatrix
    push_cast
    linear_combination -I_sq
  · push_cast
    ring

end AlloyDamping
```

Take levels $\pm1$ in equal amounts, $g=-i/2$ and $S=-i$. The perturbations are $1+i$ and $-1+i$, and their T-matrices are $2$ and $-2$, which average to zero. Here $m=0$ and $V=|s|^2=1$, so both sides of the balance equal $-1/2$. The damping is $|\operatorname{Im}S|=1$, below the bound of $2$.

```lean
#print axioms AlloyDamping.isTMatrix_iff
#print axioms AlloyDamping.coherent_nonreal
#print axioms AlloyDamping.damping_bound
```

```
'AlloyDamping.isTMatrix_iff' depends on axioms: [propext, Classical.choice, Quot.sound]
'AlloyDamping.coherent_nonreal' depends on axioms: [propext, Classical.choice, Quot.sound]
'AlloyDamping.damping_bound' depends on axioms: [propext, Classical.choice, Quot.sound]
```
